# Zeeman splittings in all fields fix an invertible g matrix only up to a right orthogonal factor

Fit all nine elements of a g matrix to the Zeeman splittings of a spin-1/2 centre, and two runs can end with the same residual and different matrices. The antisymmetric parts may differ as well, and no further splitting data will decide between them. The same ambiguity affects the comparison of a computed g matrix with electron paramagnetic resonance (EPR) line positions: in the linear spin-1/2 model without hyperfine coupling, and with the Zeeman term written as \(b^TgS\) for field \(b\) and spin \(S\), the quantity to compare is \(gg^T\), not \(g\) element by element. If the term is written as \(S^Tgb\) instead, it is \(g^Tg\).

Let \(g\) and \(h\) be real \(n\times n\) matrices with \(g\) invertible. Then \(|g^Tb|=|h^Tb|\) for every field \(b\) if and only if there is exactly one orthogonal \(R\) with \(h=gR\). Each hypothesis is taken in turn below.

## A spin-1/2 with a linear Zeeman term

The spin responds to an effective field \(u=g^Tb\), with the Bohr magneton absorbed into \(b\). Rows of \(g\) therefore refer to the axes of the applied field and columns to those of the spin. In Lean, `n` is any finite index set; the physical case is `Fin 3`, with components numbered 0, 1, 2.

```lean
import Mathlib

open Matrix

namespace EPRGTensor

noncomputable section

variable {n : Type*} [Fintype n] [DecidableEq n]

/-- The effective field `gᵀ b` felt by the spin, with the Bohr magneton absorbed in `b`. -/
def effectiveField (g : Matrix n n ℝ) (b : n → ℝ) : n → ℝ := gᵀ *ᵥ b

/-- The Zeeman splitting: the Euclidean length of the effective field. -/
def splitting (g : Matrix n n ℝ) (b : n → ℝ) : ℝ :=
  √(effectiveField g b ⬝ᵥ effectiveField g b)
```

For three components, the Hamiltonian \(u\cdot S\), with dimensionless spin operators, is written out in the \(S_z\) basis.

```lean
/-- The spin-1/2 Zeeman Hamiltonian `(gᵀ b) · S` in the basis of `S_z` eigenstates. -/
def spinHamiltonian (g : Matrix (Fin 3) (Fin 3) ℝ) (b : Fin 3 → ℝ) :
    Matrix (Fin 2) (Fin 2) ℂ :=
  !![(effectiveField g b 2 : ℂ) / 2,
      ((effectiveField g b 0 : ℂ) - effectiveField g b 1 * Complex.I) / 2;
    ((effectiveField g b 0 : ℂ) + effectiveField g b 1 * Complex.I) / 2,
      -(effectiveField g b 2 : ℂ) / 2]
```

Two more definitions serve the example further down: the antisymmetric part \((g-g^T)/2\) and a rotation about z.

```lean
/-- The antisymmetric part of a g tensor. -/
def antisymPart (g : Matrix n n ℝ) : Matrix n n ℝ := (1 / 2 : ℝ) • (g - gᵀ)

/-- The rotation by the angle `θ` about the z axis. -/
def zRotation (θ : ℝ) : Matrix (Fin 3) (Fin 3) ℝ :=
  !![Real.cos θ, -Real.sin θ, 0; Real.sin θ, Real.cos θ, 0; 0, 0, 1]
```

By hand, the secular equation is

\[
\Bigl(E-\frac{u_2}{2}\Bigr)\Bigl(E+\frac{u_2}{2}\Bigr)-\frac{u_0^2+u_1^2}{4}=E^2-\frac{|u|^2}{4}=0 ,
\]

so the levels are \(\pm|u|/2\) and their separation is \(|u|\). This justifies the name `splitting` for the length of the effective field. The proof of `energy_levels` follows the same route: `hs` expands \(|u|^2\), `hdet` evaluates the determinant using \(i^2=-1\), and the last line solves \(E^2=(|u|/2)^2\).

```lean
omit [DecidableEq n] in
/-- The squared splitting is the effective field dotted with itself. -/
theorem splitting_sq_field (g : Matrix n n ℝ) (b : n → ℝ) :
    splitting g b ^ 2 = effectiveField g b ⬝ᵥ effectiveField g b := by
  have h0 : 0 ≤ effectiveField g b ⬝ᵥ effectiveField g b := by
    unfold dotProduct
    exact Finset.sum_nonneg fun i _ => mul_self_nonneg _
  unfold splitting
  exact Real.sq_sqrt h0

/-- A real energy `E` solves the secular equation of the spin-1/2 Zeeman Hamiltonian
exactly when it is plus or minus half the splitting. -/
theorem energy_levels (g : Matrix (Fin 3) (Fin 3) ℝ) (b : Fin 3 → ℝ) (E : ℝ) :
    ((E : ℂ) • (1 : Matrix (Fin 2) (Fin 2) ℂ) - spinHamiltonian g b).det = 0 ↔
      E = splitting g b / 2 ∨ E = -(splitting g b / 2) := by
  have hs : splitting g b ^ 2 = effectiveField g b 0 ^ 2 + effectiveField g b 1 ^ 2
      + effectiveField g b 2 ^ 2 := by
    rw [splitting_sq_field]
    simp only [dotProduct, Fin.sum_univ_three]
    ring
  have hdet : ((E : ℂ) • (1 : Matrix (Fin 2) (Fin 2) ℂ) - spinHamiltonian g b).det
      = ((E ^ 2 - (splitting g b / 2) ^ 2 : ℝ) : ℂ) := by
    rw [div_pow, hs, Matrix.det_fin_two]
    simp [spinHamiltonian]
    linear_combination ((effectiveField g b 1 : ℂ) ^ 2 / 4) * Complex.I_sq
  rw [hdet, Complex.ofReal_eq_zero, sub_eq_zero, sq_eq_sq_iff_eq_or_eq_neg]
```

Outside this model the levels can change. Hyperfine coupling, terms nonlinear in the field or, for spins above 1/2, zero-field splitting add contributions that \(|g^Tb|\) does not contain. Line intensities are not treated either.

## Equal splittings in every field

The quantifier over \(b\) stands for a complete orientation study. The squared splitting is a quadratic form,

\[
|g^Tb|^2=(g^Tb)^T(g^Tb)=b^T(gg^T)b .
\]

```lean
omit [DecidableEq n] in
/-- The squared splitting is the quadratic form of `g gᵀ` in the applied field. -/
theorem splitting_sq (g : Matrix n n ℝ) (b : n → ℝ) :
    splitting g b ^ 2 = b ⬝ᵥ (g * gᵀ) *ᵥ b := by
  rw [splitting_sq_field, ← Matrix.mulVec_mulVec, Matrix.dotProduct_mulVec b g,
    ← Matrix.mulVec_transpose]
  rfl
```

For a symmetric matrix \(A\) write \(q(b)=b^TAb\), and let \(e_i\) be the unit field along axis \(i\). Then \(q(e_i+e_j)=A_{ii}+A_{jj}+2A_{ij}\), which gives

\[
A_{ij}=\tfrac12\bigl[q(e_i+e_j)-q(e_i)-q(e_j)\bigr].
\]

The quadratic form thus fixes every element of \(A\). Symmetry matters here, because an antisymmetric matrix has zero quadratic form. In Lean, `hij`, `hi` and `hj` are the three probes, and `linarith` solves for the element.

```lean
/-- A real symmetric matrix is determined by its quadratic form. -/
theorem eq_of_quadratic_form {A B : Matrix n n ℝ} (hA : A.IsSymm) (hB : B.IsSymm)
    (h : ∀ b : n → ℝ, b ⬝ᵥ A *ᵥ b = b ⬝ᵥ B *ᵥ b) : A = B := by
  have e : ∀ (M : Matrix n n ℝ) (i j : n),
      (Pi.single i 1 : n → ℝ) ⬝ᵥ M *ᵥ (Pi.single j 1 : n → ℝ) = M i j := by
    intro M i j
    simp
  ext i j
  -- polarization: probe with the sum of two unit fields
  have hij := h (Pi.single i 1 + Pi.single j 1)
  have hi := h (Pi.single i 1)
  have hj := h (Pi.single j 1)
  simp only [Matrix.mulVec_add, dotProduct_add, add_dotProduct, e] at hij hi hj
  have a := hA.apply i j
  have b := hB.apply i j
  linarith
```

Since \(gg^T\) and \(hh^T\) are symmetric, equal splittings in all fields give \(gg^T=hh^T\). Conversely, equal products give equal squared splittings, and splittings are nonnegative, so they agree themselves.

```lean
/-- Two g tensors give equal splittings in every field exactly when `g gᵀ = h hᵀ`. -/
theorem splitting_eq_iff_gram (g h : Matrix n n ℝ) :
    (∀ b, splitting g b = splitting h b) ↔ g * gᵀ = h * hᵀ := by
  constructor
  · intro H
    apply eq_of_quadratic_form
    · simp [Matrix.IsSymm, Matrix.transpose_mul]
    · simp [Matrix.IsSymm, Matrix.transpose_mul]
    · intro b
      rw [← splitting_sq, ← splitting_sq, H b]
  · intro e b
    have h1 : 0 ≤ splitting g b := Real.sqrt_nonneg _
    have h2 : 0 ≤ splitting h b := Real.sqrt_nonneg _
    have h3 : splitting g b ^ 2 = splitting h b ^ 2 := by
      rw [splitting_sq, splitting_sq, e]
    exact (sq_eq_sq₀ h1 h2).1 h3
```

If the field is confined to a plane, the conclusion fails: \(g=1\) and \(h=\mathrm{diag}(1,1,2)\) agree for all fields in the xy plane and differ along z. On the other hand, the argument probes only the fields \(e_i\) and \(e_i+e_j\), so for \(n=3\) six suitable orientations suffice.

## Orthogonality of the right factor

Multiplying \(g\) on the right by \(R\) turns the effective field into \(R^Tg^Tb\). An orthogonal \(R\) rotates or reflects the axes used for the spin and leaves the length alone:

\[
(gR)(gR)^T=gRR^Tg^T=gg^T .
\]

The hypothesis `hR` enters at the first step of the `calc` block, where the identity between \(g\) and \(g^T\) is replaced by \(RR^T\).

```lean
/-- Multiplying a g tensor on the right by an orthogonal matrix changes no splitting. -/
theorem splitting_mul_orthogonal (g R : Matrix n n ℝ) (hR : R * Rᵀ = 1) (b : n → ℝ) :
    splitting g b = splitting (g * R) b := by
  refine (splitting_eq_iff_gram g (g * R)).2 ?_ b
  calc g * gᵀ = g * (R * Rᵀ) * gᵀ := by rw [hR, mul_one]
    _ = g * R * (g * R)ᵀ := by
      rw [Matrix.transpose_mul]
      simp only [Matrix.mul_assoc]
```

Without the orthogonality condition the equivalence would be false for \(n\ge1\). For invertible \(g\), every \(h\) has the form \(gR\) with exactly one \(R=g^{-1}h\), yet \(h=2g\) doubles every splitting. The content lies in \(R\) being orthogonal.

## Invertibility of g

The condition `IsUnit g.det` says that \(\det g\neq0\). Physically, no nonzero field leaves the two levels degenerate. Given \(gg^T=hh^T\), set \(R=g^{-1}h\). Then \(gR=h\) and

\[
RR^T=g^{-1}hh^T(g^{-1})^T=g^{-1}gg^T(g^{-1})^T=1 .
\]

If \(h=gR'\) as well, multiplying by \(g^{-1}\) gives \(R'=g^{-1}h=R\).

The symbol `∃!` means "there is exactly one". The forward half of the proof supplies `g⁻¹ * h` and then settles orthogonality, the factorisation and uniqueness, each by cancelling \(g^{-1}\) against \(g\). The reverse half is the previous lemma and makes no use of invertibility.

```lean
/-- For invertible `g`, the tensors `g` and `h` give equal splittings in every field exactly
when `h = g R` for one and only one orthogonal matrix `R`. -/
theorem splitting_eq_iff_orthogonal (g h : Matrix n n ℝ) (hg : IsUnit g.det) :
    (∀ b, splitting g b = splitting h b) ↔
      ∃! R : Matrix n n ℝ, R * Rᵀ = 1 ∧ h = g * R := by
  constructor
  · intro H
    have e := (splitting_eq_iff_gram g h).1 H
    refine ⟨g⁻¹ * h, ⟨?_, ?_⟩, ?_⟩
    · -- orthogonality of `g⁻¹ h` follows from `h hᵀ = g gᵀ`
      calc g⁻¹ * h * (g⁻¹ * h)ᵀ = g⁻¹ * (h * hᵀ) * (g⁻¹)ᵀ := by
            rw [Matrix.transpose_mul]
            simp only [Matrix.mul_assoc]
        _ = (g⁻¹ * g) * (g⁻¹ * g)ᵀ := by
            rw [← e, Matrix.transpose_mul]
            simp only [Matrix.mul_assoc]
        _ = 1 := by
            rw [Matrix.nonsing_inv_mul g hg, Matrix.transpose_one, mul_one]
    · rw [← Matrix.mul_assoc, Matrix.mul_nonsing_inv g hg, Matrix.one_mul]
    · rintro R ⟨_, hR⟩
      rw [hR, ← Matrix.mul_assoc, Matrix.nonsing_inv_mul g hg, Matrix.one_mul]
  · rintro ⟨R, ⟨hR, rfl⟩, _⟩ b
    exact splitting_mul_orthogonal g R hR b
```

For singular \(g\), uniqueness is lost. Take a unit vector \(v\) with \(gv=0\). The reflection \(1-2vv^T\) is orthogonal and satisfies \(g(1-2vv^T)=g\), so \(h=g\) is reached both by this reflection and by the identity. The splittings agree while the right-hand side of the equivalence is false.

## A variant restricted to proper rotations

The statement could also have been modelled with \(\det R=1\) required. A proper rotation of the spin axes is carried out by a unitary operator on the two spin states, the same one for every field, so \(g\) and \(gR\) then describe the same spin in different bases. A reflection cannot be realised in this way, because it reverses the sign in the spin commutation relations. With this choice the left-hand side would need the further condition \(\det g=\det h\), which splittings alone do not supply. The orthogonal version matches what line positions can see.

## No symmetry assumed for g

The main theorem does not require \(g\) to be symmetric, and this freedom is what hides the antisymmetric part. Multiply a diagonal matrix by the rotation through \(\theta\) about z:

\[
\begin{pmatrix}g_x&0&0\\0&g_y&0\\0&0&g_z\end{pmatrix}R_z(\theta)=
\begin{pmatrix}g_x\cos\theta&-g_x\sin\theta&0\\ g_y\sin\theta&g_y\cos\theta&0\\0&0&g_z\end{pmatrix}.
\]

All splittings are unchanged. The diagonal matrix has no antisymmetric part, while the 0,1 element of the antisymmetric part of the product is \(-(g_x+g_y)\sin\theta/2\). This is nonzero whenever \(g_x+g_y\neq0\) and \(\sin\theta\neq0\), so line positions do not determine the antisymmetric part.

The three clauses of the theorem state these facts in that order. The first reduces to the orthogonality of `zRotation θ`, checked element by element with \(\sin^2\theta+\cos^2\theta=1\); the other two are direct evaluations.

```lean
/-- A diagonal g tensor and its product with a rotation about z give the same splittings; the
antisymmetric part of the first is zero, and that of the second has the xy element `-(gx + gy) sin θ
/ 2`. -/
theorem antisymPart_not_determined (gx gy gz θ : ℝ) :
    (∀ b, splitting !![gx, 0, 0; 0, gy, 0; 0, 0, gz] b =
      splitting (!![gx, 0, 0; 0, gy, 0; 0, 0, gz] * zRotation θ) b) ∧
    antisymPart !![gx, 0, 0; 0, gy, 0; 0, 0, gz] = 0 ∧
    antisymPart (!![gx, 0, 0; 0, gy, 0; 0, 0, gz] * zRotation θ) 0 1 =
      -(gx + gy) * Real.sin θ / 2 := by
  refine ⟨splitting_mul_orthogonal _ _ ?_, ?_, ?_⟩
  · have hc := Real.sin_sq_add_cos_sq θ
    ext i j
    fin_cases i <;> fin_cases j <;>
      simp [zRotation, Matrix.mul_apply, Fin.sum_univ_succ] <;> nlinarith [hc]
  · ext i j
    fin_cases i <;> fin_cases j <;> simp [antisymPart]
  · simp [antisymPart, zRotation]
    ring
```

## Symmetry and positivity as a convention

A unique answer returns if both matrices are required to be symmetric, \(g\) positive definite and \(h\) positive semidefinite. Positive principal values mean that a field along a principal axis produces an effective field pointing the same way. The splittings do not establish this; it is an added choice.

By symmetry, equal splittings now read \(g^2=h^2\). With \(d=g-h\),

\[
gd+dh=g^2-gh+gh-h^2=0 .
\]

Multiply by \(d\) from the left and take the trace. Writing \(d_i\) for row \(i\) of the symmetric matrix \(d\), and using \(\mathrm{tr}(ddh)=\mathrm{tr}(dhd)\),

\[
\sum_i d_i^Tg\,d_i+\sum_i d_i^Th\,d_i=0 .
\]

No term is negative, so each vanishes, and positive definiteness of \(g\) forces every \(d_i=0\). Hence \(g=h\).

In the proof, `z` is the identity for \(d\), `q` turns diagonal elements into quadratic forms, `t` is the vanishing trace, and `t1` isolates the sum with \(g\). The hypothesis `hpos` is used only in `t1`, while the strict inequality in `gpos` is used for `d0`. The strictness is a convenience of this proof: the result also holds for positive semidefinite \(g\), because a positive semidefinite matrix has only one positive semidefinite square root.

Without the sign condition on \(h\), the pair \(g=1\), \(h=-1\) has equal splittings and is symmetric. Without symmetry of \(h\), the rotated matrix \(h=R_z(\theta)\) with a small nonzero \(\theta\) has the same splittings as \(g=1\) and still a positive quadratic form.

```lean
/-- A symmetric positive definite g tensor and a symmetric positive semidefinite one that give
equal splittings in every field are equal. -/
theorem symmetric_gTensor_unique (g h : Matrix n n ℝ) (gs : g.IsSymm) (hs : h.IsSymm)
    (gpos : ∀ x : n → ℝ, x ≠ 0 → 0 < x ⬝ᵥ g *ᵥ x) (hpos : ∀ x : n → ℝ, 0 ≤ x ⬝ᵥ h *ᵥ x)
    (H : ∀ b, splitting g b = splitting h b) : g = h := by
  have e := (splitting_eq_iff_gram g h).1 H
  rw [gs.eq, hs.eq] at e
  obtain ⟨d, hd⟩ : ∃ d, d = g - h := ⟨_, rfl⟩
  have ds : d.IsSymm := by rw [hd]; exact gs.sub hs
  -- the difference `d` satisfies `g d + d h = g² - h² = 0`
  have z : g * d + d * h = 0 := by
    calc g * d + d * h = g * g - h * h := by rw [hd]; noncomm_ring
      _ = 0 := by rw [e, sub_self]
  have q : ∀ (M : Matrix n n ℝ) (i : n), (d * M * d) i i = d i ⬝ᵥ M *ᵥ d i := by
    intro M i
    rw [Matrix.mul_assoc]
    simp only [Matrix.mul_apply, dotProduct, Matrix.mulVec]
    refine Finset.sum_congr rfl fun j _ => ?_
    congr 1
    refine Finset.sum_congr rfl fun k _ => ?_
    rw [ds.apply i k]
  -- taking the trace gives a vanishing sum of nonnegative terms
  have t : (d * g * d).trace + (d * h * d).trace = 0 := by
    have w : d * g * d + d * (d * h) = 0 := by
      calc d * g * d + d * (d * h) = d * (g * d + d * h) := by noncomm_ring
        _ = 0 := by rw [z, mul_zero]
    rw [Matrix.trace_mul_comm (d * h) d, ← Matrix.trace_add, w, Matrix.trace_zero]
  simp only [Matrix.trace, Matrix.diag_apply, q] at t
  have gnn : ∀ x : n → ℝ, 0 ≤ x ⬝ᵥ g *ᵥ x := by
    intro x
    by_cases hx : x = 0
    · simp [hx]
    · exact (gpos x hx).le
  have t1 : ∑ i, d i ⬝ᵥ g *ᵥ d i = 0 := by
    have a : 0 ≤ ∑ i, d i ⬝ᵥ g *ᵥ d i := Finset.sum_nonneg fun i _ => gnn (d i)
    have b : 0 ≤ ∑ i, d i ⬝ᵥ h *ᵥ d i := Finset.sum_nonneg fun i _ => hpos (d i)
    linarith
  have t2 := (Finset.sum_eq_zero_iff_of_nonneg fun i _ => gnn (d i)).1 t1
  have d0 : d = 0 := by
    funext i
    by_contra hi
    exact (gpos (d i) hi).ne' (t2 i (Finset.mem_univ i))
  exact sub_eq_zero.1 (hd.symm.trans d0)

end

end EPRGTensor
```

```lean
#print axioms EPRGTensor.energy_levels
-- 'EPRGTensor.energy_levels' depends on axioms: [propext, Classical.choice, Quot.sound]
#print axioms EPRGTensor.splitting_eq_iff_orthogonal
-- 'EPRGTensor.splitting_eq_iff_orthogonal' depends on axioms: [propext, Classical.choice, Quot.sound]
#print axioms EPRGTensor.antisymPart_not_determined
-- 'EPRGTensor.antisymPart_not_determined' depends on axioms: [propext, Classical.choice, Quot.sound]
#print axioms EPRGTensor.symmetric_gTensor_unique
-- 'EPRGTensor.symmetric_gTensor_unique' depends on axioms: [propext, Classical.choice, Quot.sound]
```
